# Weak Nagaoka theorem: at infinite repulsion, a single hole with symmetric hopping entries −t ≤ 0 has a lowest-energy state independent of the spins

Put two electrons of opposite spin on a triangle and forbid double occupancy, so that one site x is empty. Read the two spins cyclically, starting after the hole. The reading s is ↑↓ or ↓↑, which makes six states (x, s). When the hole hops, one electron moves the other way and the reading is reversed. Let each hop have the matrix entry −τ.

If the amplitude ψ(x, s) does not depend on s, the reversal is invisible and the hole moves like a free particle, with energies −2τ, τ, τ. If ψ changes sign with s, every hop gains a minus sign and the energies are 2τ, −τ, −τ. For τ > 0 the lowest energy, −2τ, belongs to the spin-independent kind. The same holds for any finite set of sites and any rearrangement of the spins, provided that the matrix entry for a hop between x and y is −t(x, y), with t symmetric and nowhere negative.

## The hole and its spin background

Let V be the finite set of hole positions and S the finite set of spin configurations, for instance those with a fixed number of up spins. The spins are read in an order of the occupied sites agreed for each hole position, so that S is the same set for all of them.

In Lean 4 with Mathlib:

```lean
import Mathlib

open Matrix

namespace WeakNagaoka

noncomputable section

variable {n V S : Type*} [Fintype n] [DecidableEq n] [Fintype V] [Fintype S] [DecidableEq S]
```

An energy of a real matrix A is a real number E with Av = Ev for some nonzero real vector v.

```lean
/-- The energies of a real matrix: its eigenvalues with a nonzero real eigenvector. -/
def energies (A : Matrix n n ℝ) : Set ℝ :=
  {E | ∃ v : n → ℝ, v ≠ 0 ∧ A *ᵥ v = E • v}
```

The rearrangement of the spins that goes with a hop between x and y is a bijection p(x, y) of S. The Hamiltonian H has the entry −t(x, y) in row (x, s) and column (y, p(x, y)s), and zeros elsewhere.

This describes the Hubbard model at infinite on-site repulsion with one hole. For electrons with the hopping term Σ t(x, y) c†(x, σ) c(y, σ), the fermionic signs can be absorbed into the basis states, which leaves −t(x, y) for the hole. That reduction is taken as input. Many texts and codes write the hopping term with a minus sign, −Σ t(x, y) c†(x, σ) c(y, σ); the condition t ≥ 0 used here then becomes t ≤ 0. If hops only connect two sublattices, the two signs are equivalent, because the sign of c(x, σ) can be changed on one sublattice. Since t is real, general magnetic phases are excluded.

```lean
/-- The one-hole Hamiltonian: a hop of the hole between `x` and `y` has entry `-t x y`
and rearranges the spin configuration by `p x y`. -/
def holeHamiltonian (t : Matrix V V ℝ) (p : V → V → Equiv.Perm S) :
    Matrix (V × S) (V × S) ℝ :=
  Matrix.of fun a b => if b.2 = p a.1 b.1 a.2 then -t a.1 b.1 else 0
```

To compare H with −t, forget the spins but keep the weight at each hole position:

a(x) = √(Σₛ ψ(x, s)²).

```lean
/-- The hole amplitude of a state: the root of the total weight with the hole at `x`. -/
def holeAmplitude (ψ : V × S → ℝ) (x : V) : ℝ := √(∑ s, ψ (x, s) ^ 2)
```

## The lowest energy as a variational bound

A real symmetric matrix of nonzero size has an eigenvector, by the spectral theorem. Its energies are roots of the characteristic polynomial, so they are finite in number, and one of them is the least.

```lean
/-- A real symmetric matrix of nonzero size has a lowest energy. -/
theorem exists_lowest_energy [Nonempty n] {A : Matrix n n ℝ} (hA : A.IsSymm) :
    ∃ E, IsLeast (energies A) E := by
  have hH : A.IsHermitian := by
    change Aᴴ = A
    rw [conjTranspose_eq_transpose_of_trivial, hA.eq]
  -- energies are roots of the characteristic polynomial
  have hfin : (energies A).Finite := by
    refine (Polynomial.finite_setOfPred_isRoot A.charpoly_monic.ne_zero).subset ?_
    rintro E ⟨v, hv, h⟩
    change A.charpoly.eval E = 0
    rw [Matrix.eval_charpoly]
    refine Matrix.exists_mulVec_eq_zero_iff.mp ⟨v, hv, ?_⟩
    ext i
    simp [sub_mulVec, h, Matrix.scalar_apply]
  have hne : (energies A).Nonempty := by
    let j := Classical.arbitrary n
    refine ⟨hH.eigenvalues j, (hH.eigenvectorBasis j).ofLp, ?_, hH.mulVec_eigenvectorBasis j⟩
    intro h0
    exact hH.eigenvectorBasis.orthonormal.ne_zero j (by ext i; exact congrFun h0 i)
  obtain ⟨E, hE, hmin⟩ := Set.exists_min_image _ id hfin hne
  exact ⟨E, hE, fun μ hμ => hmin μ hμ⟩
```

Suppose that no energy of the symmetric matrix A lies below E. If λ is an eigenvalue of A − E·1, then E + λ is an energy of A, so λ ≥ 0. Hence A − E·1 is positive semidefinite, and for every v

E (v·v) ≤ v·Av.

```lean
/-- Variational principle: a lower bound on the energies of a real symmetric matrix times `v ⬝ᵥ v`
bounds its quadratic form at `v` from below. -/
theorem variational_bound {A : Matrix n n ℝ} (hA : A.IsSymm) {E : ℝ}
    (hE : E ∈ lowerBounds (energies A)) (v : n → ℝ) :
    E * (v ⬝ᵥ v) ≤ v ⬝ᵥ A *ᵥ v := by
  have hB : (A - E • (1 : Matrix n n ℝ)).IsHermitian := by
    change (A - E • (1 : Matrix n n ℝ))ᴴ = _
    rw [conjTranspose_eq_transpose_of_trivial, transpose_sub, transpose_smul,
      transpose_one, hA.eq]
  -- the shifted matrix has no negative eigenvalue
  have hpos : (A - E • (1 : Matrix n n ℝ)).PosSemidef := by
    rw [hB.posSemidef_iff_eigenvalues_nonneg]
    intro j
    have h := hB.mulVec_eigenvectorBasis j
    have hmem : E + hB.eigenvalues j ∈ energies A := by
      refine ⟨(hB.eigenvectorBasis j).ofLp, ?_, ?_⟩
      · intro h0
        exact hB.eigenvectorBasis.orthonormal.ne_zero j (by ext i; exact congrFun h0 i)
      · rw [sub_mulVec, smul_mulVec, one_mulVec] at h
        rw [add_smul, ← h]
        abel
    have h2 := hE hmem
    change (0 : ℝ) ≤ hB.eigenvalues j
    linarith
  have h := hpos.dotProduct_mulVec_nonneg v
  rw [star_trivial, sub_mulVec, smul_mulVec, one_mulVec, dotProduct_sub,
    dotProduct_smul, smul_eq_mul] at h
  linarith
```

## Hopping with rearranged spins

Each row of H has one entry for each y, so

(Hψ)(x, s) = −Σ_y t(x, y) ψ(y, p(x, y)s).

```lean
/-- The action of the one-hole Hamiltonian on a state. -/
theorem holeHamiltonian_mulVec (t : Matrix V V ℝ) (p : V → V → Equiv.Perm S)
    (ψ : V × S → ℝ) (x : V) (s : S) :
    (holeHamiltonian t p *ᵥ ψ) (x, s) = -∑ y, t x y * ψ (y, p x y s) := by
  simp [holeHamiltonian, mulVec, dotProduct, Fintype.sum_prod_type]
```

A physical hop can be undone: p(y, x) is the inverse of p(x, y). Then s = p(y, x)r exactly when r = p(x, y)s, and with t symmetric the entries of H at mirrored positions agree.

```lean
omit [Fintype V] [Fintype S] in
/-- The Hamiltonian is symmetric if the hopping is symmetric and each reverse hop
undoes the rearrangement of the spins. -/
theorem holeHamiltonian_isSymm {t : Matrix V V ℝ} {p : V → V → Equiv.Perm S}
    (ht : t.IsSymm) (hp : ∀ x y, p y x = (p x y)⁻¹) : (holeHamiltonian t p).IsSymm := by
  refine Matrix.IsSymm.ext ?_
  rintro ⟨x, s⟩ ⟨y, r⟩
  have h : s = p y x r ↔ r = p x y s := by
    constructor <;> intro h <;> rw [h, hp x y] <;> simp
  simp only [holeHamiltonian, Matrix.of_apply, h, ht.apply x y]
```

Now take the energy expectation of any ψ:

ψ·Hψ = −Σ_x Σ_y t(x, y) Σₛ ψ(x, s) ψ(y, p(x, y)s).

By Cauchy–Schwarz the inner sum is at most

√(Σₛ ψ(x, s)²) · √(Σₛ ψ(y, p(x, y)s)²) = a(x) a(y),

because a bijection only reorders the terms under the second root. Multiplying by t(x, y) ≥ 0 keeps the inequality, and the overall minus sign reverses it:

a·(−t)a ≤ ψ·Hψ.

In the code, `cs` is the Cauchy–Schwarz step, and `e1` and `e2` expand the two expectations.

```lean
/-- For nonnegative hopping, replacing a state by its hole amplitude, with `-t` as the
Hamiltonian, does not raise the energy expectation. -/
theorem holeAmplitude_energy_le {t : Matrix V V ℝ} (h0 : ∀ x y, 0 ≤ t x y)
    (p : V → V → Equiv.Perm S) (ψ : V × S → ℝ) :
    holeAmplitude ψ ⬝ᵥ (-t) *ᵥ holeAmplitude ψ ≤ ψ ⬝ᵥ holeHamiltonian t p *ᵥ ψ := by
  -- Cauchy-Schwarz over spin configurations; a bijection keeps the weight
  have cs : ∀ x y, ∑ s, ψ (x, s) * ψ (y, p x y s) ≤
      holeAmplitude ψ x * holeAmplitude ψ y := by
    intro x y
    have e : ∑ s, ψ (y, p x y s) ^ 2 = ∑ s, ψ (y, s) ^ 2 :=
      Equiv.sum_comp (p x y) (fun s => ψ (y, s) ^ 2)
    calc ∑ s, ψ (x, s) * ψ (y, p x y s)
        ≤ √(∑ s, ψ (x, s) ^ 2) * √(∑ s, ψ (y, p x y s) ^ 2) :=
          Real.sum_mul_le_sqrt_mul_sqrt _ _ _
      _ = holeAmplitude ψ x * holeAmplitude ψ y := by rw [e]; rfl
  have e1 : ψ ⬝ᵥ holeHamiltonian t p *ᵥ ψ =
      -∑ x, ∑ y, t x y * ∑ s, ψ (x, s) * ψ (y, p x y s) := by
    simp only [dotProduct, Fintype.sum_prod_type, holeHamiltonian_mulVec, mul_neg,
      Finset.sum_neg_distrib, Finset.mul_sum]
    congr 1
    refine Finset.sum_congr rfl fun x _ => ?_
    rw [Finset.sum_comm]
    exact Finset.sum_congr rfl fun y _ => Finset.sum_congr rfl fun s _ => by ring
  have e2 : holeAmplitude ψ ⬝ᵥ (-t) *ᵥ holeAmplitude ψ =
      -∑ x, ∑ y, t x y * (holeAmplitude ψ x * holeAmplitude ψ y) := by
    simp only [dotProduct, mulVec, Matrix.neg_apply, neg_mul, mul_neg,
      Finset.sum_neg_distrib, Finset.mul_sum]
    congr 1
    exact Finset.sum_congr rfl fun x _ => Finset.sum_congr rfl fun y _ => by ring
  rw [e1, e2]
  exact neg_le_neg (Finset.sum_le_sum fun x _ => Finset.sum_le_sum fun y _ =>
    mul_le_mul_of_nonneg_left (cs x y) (h0 x y))
```

## Equal lowest energies

Let E be the lowest energy of −t, with eigenvector φ. On the state φ(x), the same for all s, the formula for Hψ gives

−Σ_y t(x, y) φ(y) = E φ(x),

so E is an energy of H. Conversely, let Hψ = μψ with ψ ≠ 0. Since a·a = ψ·ψ,

E (ψ·ψ) = E (a·a) ≤ a·(−t)a ≤ ψ·Hψ = μ (ψ·ψ),

and dividing by ψ·ψ > 0 gives E ≤ μ.

In words, `weak_nagaoka` says that for nonempty V and S and a symmetric t with no negative entry, one number E is the least energy (`IsLeast`) of both −t and H, and H attains it on a nonzero vector that depends on the hole position alone. The inverse relation between p(x, y) and p(y, x) is not assumed; it serves only to make H symmetric. In the proof, `hlift` is the first half of the argument, and `h1` and `h2` are the two inequalities of the chain.

```lean
/-- Weak Nagaoka theorem: for symmetric nonnegative hopping, the one-hole Hamiltonian and
`-t` have the same lowest energy, attained by a state independent of the spins. -/
theorem weak_nagaoka [Nonempty V] [Nonempty S] {t : Matrix V V ℝ} (ht : t.IsSymm)
    (h0 : ∀ x y, 0 ≤ t x y) (p : V → V → Equiv.Perm S) :
    ∃ E, IsLeast (energies (-t)) E ∧ IsLeast (energies (holeHamiltonian t p)) E ∧
      ∃ φ : V → ℝ, φ ≠ 0 ∧
        holeHamiltonian t p *ᵥ (fun a => φ a.1) = E • (fun a : V × S => φ a.1) := by
  classical
  have hs : (-t).IsSymm := by
    change (-t)ᵀ = -t
    rw [transpose_neg, ht.eq]
  obtain ⟨E, hE⟩ := exists_lowest_energy hs
  obtain ⟨φ, hφ, hφE⟩ := hE.1
  -- on spin-independent states the Hamiltonian acts as `-t`
  have hlift : holeHamiltonian t p *ᵥ (fun a => φ a.1) = E • (fun a : V × S => φ a.1) := by
    funext ⟨x, s⟩
    rw [holeHamiltonian_mulVec]
    have h := congrFun hφE x
    simpa [neg_mulVec, mulVec, dotProduct] using h
  refine ⟨E, hE, ⟨⟨_, ?_, hlift⟩, ?_⟩, φ, hφ, hlift⟩
  · intro h
    exact hφ (funext fun x => congrFun h (x, Classical.arbitrary S))
  · rintro μ ⟨ψ, hψ, hμ⟩
    have hnorm : holeAmplitude ψ ⬝ᵥ holeAmplitude ψ = ψ ⬝ᵥ ψ := by
      simp only [dotProduct, Fintype.sum_prod_type]
      refine Finset.sum_congr rfl fun x _ => ?_
      rw [holeAmplitude, Real.mul_self_sqrt (Finset.sum_nonneg fun s _ => sq_nonneg _)]
      exact Finset.sum_congr rfl fun s _ => sq _
    have hpos : 0 < ψ ⬝ᵥ ψ :=
      lt_of_le_of_ne (Finset.sum_nonneg fun a _ => mul_self_nonneg (ψ a))
        (fun h => hψ (dotProduct_self_eq_zero.mp h.symm))
    have h1 := variational_bound hs hE.2 (holeAmplitude ψ)
    have h2 := holeAmplitude_energy_le h0 p ψ
    rw [hμ, dotProduct_smul, smul_eq_mul] at h2
    rw [hnorm] at h1
    exact le_of_mul_le_mul_right (h1.trans h2) hpos
```

With a single configuration, as when all spins are aligned, H is −t itself. For this one-hole model at infinite repulsion with symmetric t ≥ 0, the lowest energy at each fixed number of up spins is thus that of one particle on V with Hamiltonian −t, which gives a check on exact diagonalisation of small clusters. At a fixed total spin the lowest energy can be higher: on the triangle with τ > 0, the states odd under the reversal are the singlets, and their lowest energy is −τ.

Nagaoka's theorem is stronger: for suitably connected hopping it also makes the ground state unique up to the spin degeneracy. The present result leaves room for other ground states, and total spin does not enter it.

## The triangle, and what a negative amplitude does

The opening example has equal hopping τ on three bonds.

```lean
/-- Hopping of equal amplitude `τ` on the three bonds of a triangle. -/
def triangleHop (τ : ℝ) : Matrix (Fin 3) (Fin 3) ℝ := !![0, τ, τ; τ, 0, τ; τ, τ, 0]
```

Every hop exchanges the two readings.

```lean
/-- Two opposite spins on a triangle, read cyclically from the hole: every hop exchanges
the two configurations. -/
def spinExchange : Fin 3 → Fin 3 → Equiv.Perm (Fin 2) := fun _ _ => Equiv.swap 0 1
```

For an eigenvector v of −t with energy E, the first equation is −τ(v₁ + v₂) = E v₀, and the other two follow cyclically. Their sum is

(E + 2τ)(v₀ + v₁ + v₂) = 0.

If E ≠ −2τ, the amplitudes add up to zero, and each equation becomes (E − τ)vᵢ = 0. As v ≠ 0, E = τ.

```lean
/-- Every energy of `-t` on the triangle is `-2τ` or `τ`. -/
theorem triangle_energies {τ E : ℝ} (hE : E ∈ energies (-triangleHop τ)) :
    E = -2 * τ ∨ E = τ := by
  obtain ⟨v, hv, h⟩ := hE
  have h0 : -(τ * (v 1 + v 2)) = E * v 0 := by
    have := congrFun h 0
    simp [triangleHop, mulVec, dotProduct, Fin.sum_univ_three] at this
    linarith
  have h1 : -(τ * (v 0 + v 2)) = E * v 1 := by
    have := congrFun h 1
    simp [triangleHop, mulVec, dotProduct, Fin.sum_univ_three] at this
    linarith
  have h2 : -(τ * (v 0 + v 1)) = E * v 2 := by
    have := congrFun h 2
    simp [triangleHop, mulVec, dotProduct, Fin.sum_univ_three] at this
    linarith
  by_contra hc
  rw [not_or] at hc
  have ha : E + 2 * τ ≠ 0 := fun h => hc.1 (by linarith)
  have hb : E - τ ≠ 0 := sub_ne_zero.mpr hc.2
  -- the sum of the amplitudes vanishes, then each amplitude does
  have hS : v 0 + v 1 + v 2 = 0 :=
    (mul_eq_zero.mp (by linear_combination -h0 - h1 - h2 :
      (E + 2 * τ) * (v 0 + v 1 + v 2) = 0)).resolve_left ha
  have z0 : v 0 = 0 := (mul_eq_zero.mp
    (by linear_combination -h0 - τ * hS : (E - τ) * v 0 = 0)).resolve_left hb
  have z1 : v 1 = 0 := (mul_eq_zero.mp
    (by linear_combination -h1 - τ * hS : (E - τ) * v 1 = 0)).resolve_left hb
  have z2 : v 2 = 0 := (mul_eq_zero.mp
    (by linear_combination -h2 - τ * hS : (E - τ) * v 2 = 0)).resolve_left hb
  apply hv
  funext i
  fin_cases i
  · exact z0
  · exact z1
  · exact z2
```

For τ = 1 the constant vector, normalised to 1/√3 on each site, has energy −2. The only other candidate is 1, so −2 is the lowest energy of −t and, by the theorem, of H.

```lean
/-- On the triangle with `τ = 1` and two opposite spins, the Hamiltonian is symmetric and
its lowest energy is `-2`. -/
theorem triangle_witness :
    (holeHamiltonian (triangleHop 1) spinExchange).IsSymm ∧
      IsLeast (energies (holeHamiltonian (triangleHop 1) spinExchange)) (-2) := by
  have ht : (triangleHop 1).IsSymm := by
    refine Matrix.IsSymm.ext fun i j => ?_
    fin_cases i <;> fin_cases j <;> simp [triangleHop]
  refine ⟨holeHamiltonian_isSymm ht fun _ _ => by simp [spinExchange], ?_⟩
  have h0 : ∀ x y, 0 ≤ triangleHop 1 x y := by
    intro x y
    fin_cases x <;> fin_cases y <;> simp [triangleHop]
  obtain ⟨E, hE, hH, -⟩ := weak_nagaoka ht h0 spinExchange
  have hm : (-2 : ℝ) ∈ energies (-triangleHop 1) := by
    refine ⟨fun _ => 1, fun h => by simpa using congrFun h 0, ?_⟩
    funext i
    fin_cases i <;> simp [triangleHop, mulVec, dotProduct, Fin.sum_univ_three] <;> norm_num
  have hle := hE.2 hm
  have hE2 : E = -2 := by
    rcases triangle_energies hE.1 with h | h <;> linarith
  rwa [hE2] at hH
```

For τ = −1 the conclusion fails. The state with amplitude 1/√6 on one reading and −1/√6 on the other, at every hole position, has energy −2 under H. The energies of −t can only be 2 or −1, so the two lowest energies differ.

```lean
/-- The sign of the hopping matters: on the triangle with `τ = -1`, the Hamiltonian has the
energy `-2`, while no energy of `-t` lies below `-1`. -/
theorem triangle_negative_hopping :
    (-2 : ℝ) ∈ energies (holeHamiltonian (triangleHop (-1)) spinExchange) ∧
      ∀ E ∈ energies (-triangleHop (-1)), -1 ≤ E := by
  constructor
  · -- the state odd under exchange of the two configurations
    refine ⟨fun a => if a.2 = 0 then 1 else -1,
      fun h => by simpa using congrFun h (0, 0), ?_⟩
    funext ⟨x, s⟩
    rw [holeHamiltonian_mulVec]
    fin_cases x <;> fin_cases s <;>
      simp [triangleHop, spinExchange, Fin.sum_univ_three] <;> norm_num
  · intro E hE
    rcases triangle_energies hE with h | h <;> linarith

end

end WeakNagaoka
```

```lean
#print axioms WeakNagaoka.weak_nagaoka
-- 'WeakNagaoka.weak_nagaoka' depends on axioms: [propext, Classical.choice, Quot.sound]
#print axioms WeakNagaoka.triangle_negative_hopping
-- 'WeakNagaoka.triangle_negative_hopping' depends on axioms: [propext, Classical.choice, Quot.sound]
```
